# Zero-temperature saturated ballistic current at fixed charge: lowest for equally filled identical isotropic parabolic valleys, highest for one occupied valley

Take two identical valleys that share a sheet density N > 0, and let a valley of density n carry the current C n^(3/2) per channel width, with C > 0. Equal filling gives

2C (N/2)^(3/2) = C N^(3/2)/√2,

while one filled valley gives C N^(3/2), larger by √2. The current per carrier is C√n, so carriers crowded into one valley are faster on average.

For g ≥ 1 valleys with densities n_i ≥ 0 summing to N, the current I = C Σ n_i^(3/2) satisfies

C N^(3/2)/√g ≤ I ≤ C N^(3/2).

The lower value occurs only at equal filling, the upper only with one occupied valley; for g = 1 they coincide. In a zero-temperature simulation of non-interacting ballistic carriers in such valleys, redistributing a fixed sheet density at the top of the source–drain barrier can therefore change the saturated current by at most a factor √g.

## The 3/2 law from half a Fermi disc

The density is taken at the top of the barrier between source and drain. There, at zero temperature, the source fills forward-moving states up to a wave number k, measured from the valley minimum. At saturated drain bias the drain supplies no backward-moving ones. Let κ be the length of the wave vector from that minimum and θ its angle to the transport direction. With spin degeneracy two, the density is

n = 2/(2π)² ∫₀ᵏ κ dκ ∫ dθ = k²/(4π), −π/2 ≤ θ ≤ π/2.

For charge q, mass m and forward velocity ħκ cos θ/m, the angular integral of cos θ is 2, so the current is

2/(2π)² · (2qħ/m) · k³/3 = qħk³/(3π²m).

Substituting k = 2√(πn) gives C n^(3/2) with C = 8qħ/(3m√π).

## Both bounds as sums of nonnegative terms

Put a = √(N/g). Expanding,

(√n_i − a)²(√n_i + a/2) = n_i^(3/2) − (3/2)a n_i + a³/2.

Since ga² = N, summing over i gives

Σ n_i^(3/2) − aN, where aN = N^(3/2)/√g.

This is nonnegative. As the second factor is at least a/2 > 0, it vanishes only if every n_i = N/g.

For the upper bound,

N^(3/2) − Σ n_i^(3/2) = Σ n_i(√N − √n_i) ≥ 0,

because n_i ≤ N. Equality forces each n_i to be 0 or N, and the sum N > 0 leaves exactly one valley occupied.

For two valleys with densities (N ± s)/2, let P be the product of their square roots. Then

(I/C)² = N³ − 3NP² + 2P³, P² = (N² − s²)/4.

The derivative in P is −6P(N − P), negative for 0 < P ≤ N/2. Raising s from 0 to N lowers P, so the current rises strictly.

## Densities and currents in Lean

```lean
import Mathlib

open Real

namespace BallisticValleys

noncomputable section
```

The two integrals are definitions. Temperature and bias enter only through the choice of the half disc.

```lean
/-- Sheet density of one spin-degenerate valley whose forward half Fermi disc
of radius `k` is filled. -/
def valleyDensity (k : ℝ) : ℝ :=
  2 / (2 * π) ^ 2 * ∫ κ in (0 : ℝ)..k, ∫ _θ in (-(π / 2))..(π / 2), κ

/-- Current per width carried by the filled forward half disc of radius `k`, for carriers of
charge `q` and mass `m ≠ 0` with forward velocity `hbar κ cos θ / m`. -/
def valleyCurrent (q hbar m k : ℝ) : ℝ :=
  2 / (2 * π) ^ 2 * ∫ κ in (0 : ℝ)..k, ∫ θ in (-(π / 2))..(π / 2),
    q * (hbar * κ * cos θ / m) * κ

/-- The current prefactor `8 q hbar / (3 m √π)` of a parabolic valley of mass `m ≠ 0`. -/
def prefactor (q hbar m : ℝ) : ℝ := 8 * q * hbar / (3 * m * √π)
```

Valleys are labelled by a finite type `ι`, and g is `Fintype.card ι`. A single `C` for all of them expresses their common charge and isotropic mass. The densities are inputs: neither the splitting energy that sets them nor the electrostatics that fixes their sum is modelled.

```lean
/-- Total current of valleys with densities `n i`, each contributing `C (n i)^(3/2)`. -/
def saturatedCurrent {ι : Type*} [Fintype ι] (C : ℝ) (n : ι → ℝ) : ℝ :=
  C * ∑ i, n i ^ (3 / 2 : ℝ)
```

The real power is rewritten as x√x, the form used in the algebra.

```lean
/-- For a nonnegative density, the power 3/2 is the density times its square root. -/
theorem rpow_three_halves {x : ℝ} (hx : 0 ≤ x) : x ^ (3 / 2 : ℝ) = x * √x := by
  rw [show (3 / 2 : ℝ) = 1 + 1 / 2 by norm_num,
    Real.rpow_add_of_nonneg hx (by norm_num) (by norm_num), Real.rpow_one,
    ← Real.sqrt_eq_rpow]
```

The next two theorems evaluate the integrals. In the second, `inner` is the angular integral, `hI` the k³ formula, and `hroot` writes the square root of the density in terms of k, so that both sides can be compared as multiples of k³.

```lean
/-- The filled half disc of radius `k` holds the density `k² / (4π)`. -/
theorem valleyDensity_eq (k : ℝ) : valleyDensity k = k ^ 2 / (4 * π) := by
  have inner (κ : ℝ) : (∫ _θ in (-(π / 2))..(π / 2), κ) = π * κ := by
    rw [intervalIntegral.integral_const, smul_eq_mul]
    ring
  unfold valleyDensity
  simp_rw [inner]
  rw [intervalIntegral.integral_const_mul, integral_id]
  have := Real.pi_ne_zero
  field_simp
  ring

/-- For Fermi wave number `k ≥ 0`, the current of a valley is the prefactor times its density
to the power 3/2. -/
theorem valleyCurrent_eq (q hbar m : ℝ) {k : ℝ} (hk : 0 ≤ k) :
    valleyCurrent q hbar m k = prefactor q hbar m * valleyDensity k ^ (3 / 2 : ℝ) := by
  -- the angular integral of the forward velocity
  have inner (κ : ℝ) : (∫ θ in (-(π / 2))..(π / 2), q * (hbar * κ * cos θ / m) * κ)
      = (2 * q * hbar / m) * κ ^ 2 := by
    have e : (fun θ : ℝ => q * (hbar * κ * cos θ / m) * κ)
        = fun θ => (q * hbar / m * κ ^ 2) * cos θ := by
      funext θ
      ring
    rw [e, intervalIntegral.integral_const_mul, integral_cos, Real.sin_neg,
      Real.sin_pi_div_two]
    ring
  have hI : valleyCurrent q hbar m k = q * hbar * k ^ 3 / (3 * m * π * π) := by
    unfold valleyCurrent
    simp_rw [inner]
    rw [intervalIntegral.integral_const_mul, integral_pow]
    push_cast
    ring
  have hs : (√π) ^ 2 = π := Real.sq_sqrt Real.pi_pos.le
  have hroot : √(k ^ 2 / (4 * π)) = k / (2 * √π) := by
    have e : k ^ 2 / (4 * π) = (k / (2 * √π)) ^ 2 := by
      rw [div_pow, mul_pow, hs]
      norm_num
    rw [e, Real.sqrt_sq (by positivity)]
  rw [hI, valleyDensity_eq, rpow_three_halves (by positivity), hroot, prefactor]
  calc q * hbar * k ^ 3 / (3 * m * π * π)
      = q * hbar * k ^ 3 / (3 * m * π * (√π) ^ 2) := by rw [hs]
    _ = _ := by ring
```

## The identities and their equality cases

In the excess identity, `ht` is the expansion for one valley and `hga` is ga² = N.

```lean
variable {ι : Type*} [Fintype ι] {n : ι → ℝ} {N C : ℝ}

/-- For nonnegative densities with positive sum `N`, the excess of `∑ i, (n i)^(3/2)` over its
equal-filling value is a sum of squares with nonnegative weights. -/
theorem excess_over_equal (hn : ∀ i, 0 ≤ n i) (hs : ∑ i, n i = N) (hN : 0 < N) :
    ∑ i, n i ^ (3 / 2 : ℝ) - N ^ (3 / 2 : ℝ) / √(Fintype.card ι : ℝ)
      = ∑ i, (√(n i) - √(N / Fintype.card ι)) ^ 2
          * (√(n i) + √(N / Fintype.card ι) / 2) := by
  obtain ⟨i₀, -, -⟩ := Finset.exists_ne_zero_of_sum_ne_zero (by rw [hs]; exact hN.ne')
  have hg : 0 < (Fintype.card ι : ℝ) := by exact_mod_cast Fintype.card_pos_iff.2 ⟨i₀⟩
  have h : ∑ i, n i ^ (3 / 2 : ℝ) = ∑ i, n i * √(n i) :=
    Finset.sum_congr rfl fun i _ => rpow_three_halves (hn i)
  have hroot : N ^ (3 / 2 : ℝ) / √(Fintype.card ι : ℝ) = N * √(N / Fintype.card ι) := by
    rw [rpow_three_halves hN.le, Real.sqrt_div hN.le]
    ring
  have hga : (Fintype.card ι : ℝ) * (√(N / Fintype.card ι)) ^ 2 = N := by
    rw [Real.sq_sqrt (by positivity)]
    field_simp
  rw [h, hroot]
  set a := √(N / Fintype.card ι)
  have ht (i : ι) : (√(n i) - a) ^ 2 * (√(n i) + a / 2)
      = n i * √(n i) - 3 / 2 * a * n i + a ^ 3 / 2 := by
    linear_combination (√(n i) - 3 / 2 * a) * Real.sq_sqrt (hn i)
  rw [Finset.sum_congr rfl fun i _ => ht i, Finset.sum_add_distrib,
    Finset.sum_sub_distrib, ← Finset.mul_sum, hs, Finset.sum_const, Finset.card_univ,
    nsmul_eq_mul]
  linear_combination (-(a / 2)) * hga
```

The deficit identity needs no positive total.

```lean
/-- For nonnegative densities with sum `N`, the deficit of `∑ i, (n i)^(3/2)` from its single-valley
value is the sum of `n i (√N - √(n i))`. -/
theorem deficit_from_single (hn : ∀ i, 0 ≤ n i) (hs : ∑ i, n i = N) :
    N ^ (3 / 2 : ℝ) - ∑ i, n i ^ (3 / 2 : ℝ) = ∑ i, n i * (√N - √(n i)) := by
  have hN : 0 ≤ N := by
    rw [← hs]
    exact Finset.sum_nonneg fun i _ => hn i
  have h : ∑ i, n i ^ (3 / 2 : ℝ) = ∑ i, n i * √(n i) :=
    Finset.sum_congr rfl fun i _ => rpow_three_halves (hn i)
  rw [rpow_three_halves hN, h]
  simp only [mul_sub, Finset.sum_sub_distrib, ← Finset.sum_mul, hs]
```

The main theorem has four parts: two inequalities and two equivalences. The terms are nonnegative by `hl` and `hu`, so a zero sum makes each term zero. In the upper case, the proof picks an occupied valley `i₀`, shows that it holds all of `N`, and concludes that the others are empty.

```lean
/-- For `C > 0` and nonnegative densities of positive sum `N`, the current lies between
`C N^(3/2) / √g`, attained only at equal filling of the `g` valleys, and `C N^(3/2)`,
attained only when all valleys but one are empty. -/
theorem current_bounds (hC : 0 < C) (hn : ∀ i, 0 ≤ n i) (hs : ∑ i, n i = N) (hN : 0 < N) :
    C * N ^ (3 / 2 : ℝ) / √(Fintype.card ι : ℝ) ≤ saturatedCurrent C n ∧
    saturatedCurrent C n ≤ C * N ^ (3 / 2 : ℝ) ∧
    (saturatedCurrent C n = C * N ^ (3 / 2 : ℝ) / √(Fintype.card ι : ℝ) ↔
      ∀ i, n i = N / Fintype.card ι) ∧
    (saturatedCurrent C n = C * N ^ (3 / 2 : ℝ) ↔ ∃ i, ∀ j, j ≠ i → n j = 0) := by
  classical
  obtain ⟨i₀, -, hi₀⟩ := Finset.exists_ne_zero_of_sum_ne_zero (by rw [hs]; exact hN.ne')
  have hg : 0 < (Fintype.card ι : ℝ) := by exact_mod_cast Fintype.card_pos_iff.2 ⟨i₀⟩
  have ha : 0 < √(N / Fintype.card ι) := Real.sqrt_pos.2 (div_pos hN hg)
  have he := excess_over_equal hn hs hN
  have hd := deficit_from_single hn hs
  have hle (i : ι) : n i ≤ N := by
    rw [← hs]
    exact Finset.single_le_sum (f := n) (fun j _ => hn j) (Finset.mem_univ i)
  have hl : ∀ i ∈ Finset.univ, 0 ≤ (√(n i) - √(N / Fintype.card ι)) ^ 2
      * (√(n i) + √(N / Fintype.card ι) / 2) := fun i _ => by positivity
  have hu : ∀ i ∈ Finset.univ, 0 ≤ n i * (√N - √(n i)) := fun i _ =>
    mul_nonneg (hn i) (sub_nonneg.2 (Real.sqrt_le_sqrt (hle i)))
  have hl' := Finset.sum_nonneg hl
  have hu' := Finset.sum_nonneg hu
  unfold saturatedCurrent
  refine ⟨?_, mul_le_mul_of_nonneg_left (by linarith) hC.le, ?_, ?_⟩
  · rw [mul_div_assoc]
    exact mul_le_mul_of_nonneg_left (by linarith) hC.le
  · -- every square must vanish
    rw [mul_div_assoc, mul_right_inj' hC.ne', ← sub_eq_zero, he,
      Finset.sum_eq_zero_iff_of_nonneg hl]
    constructor
    · intro h i
      rcases mul_eq_zero.1 (h i (Finset.mem_univ i)) with h1 | h1
      · have h2 := sub_eq_zero.1 ((pow_eq_zero_iff two_ne_zero).1 h1)
        exact (Real.sqrt_inj (hn i) (div_pos hN hg).le).1 h2
      · linarith [Real.sqrt_nonneg (n i)]
    · intro h i _
      simp [h i]
  · -- every valley is either empty or holds all carriers
    rw [mul_right_inj' hC.ne', eq_comm, ← sub_eq_zero, hd,
      Finset.sum_eq_zero_iff_of_nonneg hu]
    constructor
    · intro h
      have h1 := (mul_eq_zero.1 (h i₀ (Finset.mem_univ i₀))).resolve_left hi₀
      have h2 : N = n i₀ := (Real.sqrt_inj hN.le (hn i₀)).1 (sub_eq_zero.1 h1)
      refine ⟨i₀, fun j hj => le_antisymm ?_ (hn j)⟩
      have h3 := Finset.add_sum_erase Finset.univ n (Finset.mem_univ i₀)
      have h4 : n j ≤ ∑ x ∈ Finset.univ.erase i₀, n x :=
        Finset.single_le_sum (f := n) (fun x _ => hn x)
          (Finset.mem_erase.2 ⟨hj, Finset.mem_univ j⟩)
      linarith
    · rintro ⟨i, hi⟩ j _
      have hiN : n i = N := by
        rw [← hs]
        exact (Finset.sum_eq_single i (fun k _ hk => hi k hk) (by simp)).symm
      by_cases h : j = i
      · simp [h, hiN]
      · simp [hi j h]
```

For the half-disc currents the law is no longer assumed: `valleyCurrent_eq` supplies it, and positive `q`, `hbar` and `m` make the prefactor positive. For electrons, `q` is the magnitude of the charge.

```lean
/-- For positive charge, `hbar` and mass, the summed half-disc currents of valleys with Fermi wave
numbers `k i ≥ 0` and positive total density `N` obey the bounds and equality cases of
`current_bounds`, with `prefactor q hbar m` as `C`. -/
theorem microscopic_bounds {q hbar m : ℝ} {k : ι → ℝ} (hq : 0 < q) (hh : 0 < hbar)
    (hm : 0 < m) (hk : ∀ i, 0 ≤ k i) (hs : ∑ i, valleyDensity (k i) = N) (hN : 0 < N) :
    let I := ∑ i, valleyCurrent q hbar m (k i)
    let Imax := prefactor q hbar m * N ^ (3 / 2 : ℝ)
    Imax / √(Fintype.card ι : ℝ) ≤ I ∧ I ≤ Imax ∧
    (I = Imax / √(Fintype.card ι : ℝ) ↔ ∀ i, valleyDensity (k i) = N / Fintype.card ι) ∧
    (I = Imax ↔ ∃ i, ∀ j, j ≠ i → valleyDensity (k j) = 0) := by
  intro I Imax
  have hI : I = saturatedCurrent (prefactor q hbar m) (fun i => valleyDensity (k i)) := by
    unfold saturatedCurrent
    rw [Finset.mul_sum]
    exact Finset.sum_congr rfl fun i _ => valleyCurrent_eq q hbar m (hk i)
  have hC : 0 < prefactor q hbar m := by
    unfold prefactor
    positivity
  rw [hI]
  exact current_bounds hC (fun i => by rw [valleyDensity_eq]; positivity) hs hN
```

## Strict growth with the population difference of two valleys

Here `s` and `t` are population differences with 0 ≤ s < t ≤ N. The step `sq_form` is the formula for (I/C)², and `hlt` says that the product of roots falls. Instead of differentiating, the proof factors the difference of the two squares and shows in `hpos` that the remaining factor is positive.

```lean
/-- For `C > 0` and two valleys at fixed total density `N`, the current grows strictly with
the population difference, from `s ≥ 0` to a larger `t ≤ N`. -/
theorem current_increases_with_splitting {s t : ℝ} (hC : 0 < C) (h0 : 0 ≤ s) (hst : s < t)
    (ht : t ≤ N) :
    saturatedCurrent C ![(N + s) / 2, (N - s) / 2]
      < saturatedCurrent C ![(N + t) / 2, (N - t) / 2] := by
  have cube {x : ℝ} (hx : 0 ≤ x) : x ^ (3 / 2 : ℝ) = (√x) ^ 3 := by
    rw [rpow_three_halves hx, pow_succ, Real.sq_sqrt hx]
  have a1 : 0 ≤ (N + s) / 2 := by linarith
  have a2 : 0 ≤ (N - s) / 2 := by linarith
  have a3 : 0 ≤ (N + t) / 2 := by linarith
  have a4 : 0 ≤ (N - t) / 2 := by linarith
  simp only [saturatedCurrent, Fin.sum_univ_two]
  change C * (((N + s) / 2) ^ (3 / 2 : ℝ) + ((N - s) / 2) ^ (3 / 2 : ℝ))
    < C * (((N + t) / 2) ^ (3 / 2 : ℝ) + ((N - t) / 2) ^ (3 / 2 : ℝ))
  rw [cube a1, cube a2, cube a3, cube a4]
  refine mul_lt_mul_of_pos_left ?_ hC
  have p2 := Real.sq_sqrt a1
  have q2 := Real.sq_sqrt a2
  have u2 := Real.sq_sqrt a3
  have v2 := Real.sq_sqrt a4
  have p0 := Real.sqrt_nonneg ((N + s) / 2)
  have q0 := Real.sqrt_nonneg ((N - s) / 2)
  have u0 := Real.sqrt_nonneg ((N + t) / 2)
  have v0 := Real.sqrt_nonneg ((N - t) / 2)
  generalize √((N + s) / 2) = p at *
  generalize √((N - s) / 2) = q at *
  generalize √((N + t) / 2) = u at *
  generalize √((N - t) / 2) = v at *
  -- the squared sum of cubes depends only on `N` and the product of the roots
  have sq_form (x y : ℝ) (h : x ^ 2 + y ^ 2 = N) :
      (x ^ 3 + y ^ 3) ^ 2 = N ^ 3 - 3 * N * (x * y) ^ 2 + 2 * (x * y) ^ 3 := by
    rw [← h]
    ring
  have hlt : u * v < p * q := by
    refine lt_of_pow_lt_pow_left₀ 2 (mul_nonneg p0 q0) ?_
    rw [mul_pow, mul_pow, p2, q2, u2, v2]
    nlinarith
  have hx : 2 * (p * q) ≤ N := by nlinarith [sq_nonneg (p - q)]
  have hy : 0 ≤ u * v := mul_nonneg u0 v0
  refine lt_of_pow_lt_pow_left₀ 2 (by positivity) ?_
  rw [sq_form p q (by linarith), sq_form u v (by linarith)]
  generalize p * q = x at *
  generalize u * v = y at *
  have hpos : 0 < 3 * N * (x + y) - 2 * (x ^ 2 + x * y + y ^ 2) := by
    have x0 : 0 < x := by linarith
    nlinarith [mul_nonneg (sub_nonneg.2 hx) (add_pos_of_pos_of_nonneg x0 hy).le,
      mul_pos x0 x0, mul_nonneg x0.le hy,
      mul_pos (sub_pos.2 hlt) (add_pos_of_pos_of_nonneg x0 hy)]
  nlinarith [mul_pos (sub_pos.2 hlt) hpos]

end

end BallisticValleys
```

```lean
#print axioms BallisticValleys.current_bounds
-- 'BallisticValleys.current_bounds' depends on axioms: [propext, Classical.choice, Quot.sound]
#print axioms BallisticValleys.microscopic_bounds
-- 'BallisticValleys.microscopic_bounds' depends on axioms: [propext, Classical.choice, Quot.sound]
#print axioms BallisticValleys.current_increases_with_splitting
-- 'BallisticValleys.current_increases_with_splitting' depends on axioms: [propext, Classical.choice, Quot.sound]
```
